# With a force error proportional to the last displacement, oscillatory harmonic Verlet motion dies out exactly when the error opposes that displacement

**Q:** I run molecular dynamics with PAW forces and stop the self-consistency cycle early. Each force is slightly wrong, and the error is not random, because the density lags behind the nuclei. If I can't say what such a lag does over a whole run, I may take an artefact for physics. A vibration that fades looks like energy transfer to other modes, and one that grows looks like an instability of the material. You say that a one-line model settles the direction of the drift. How large is the effect in it?

**A:** In the model a quadratic measure of the oscillation is multiplied by $1-b$ at every step, where $b$ is the strength of the lag. With $b=-0.001$ it grows by a factor of about $2.2\times10^4$ in ten thousand steps. With $b=+0.001$ it shrinks to about $4.5\times10^{-5}$ of its initial value.

**Q:** Then tell me what $b$ is. I suspect that the physics was lost at that point.

**A:** Take one coordinate in a harmonic well, with mass $m$, spring constant $k$ and time step $\Delta t$. Let $u$ be the previous position and $v$ the current one. The reduced force is $\Delta t^2/m$ times the force, so the exact harmonic part is $-av$ with $a=k\,\Delta t^2/m$. If the density at $v$ is still partly adapted to $u$, the force error is, to first order, proportional to the displacement $v-u$. Multiplied by $\Delta t^2/m$, like the harmonic part, it is written as $-b(v-u)$, with a dimensionless number $b$. For $b>0$ the error opposes the last displacement, like friction; for $b<0$ it pushes along it.

```lean
import Mathlib

open Filter Topology

namespace LaggedVerlet

noncomputable section

/-- The reduced force (time step squared times force over mass) at the current position `v`, with
previous position `u`: a harmonic force of stiffness `a` and an error of incomplete
self-consistency, `-b` times the last displacement `v - u`. -/
def laggedForce (a b u v : ℝ) : ℝ := -a * v - b * (v - u)
```

**Q:** So `b` is put in by hand. Nothing here knows about projectors, augmentation charges or a density.

**A:** That is right. The number $b$ stands for the net response of an unconverged density to one displacement, and it is postulated, not derived from a self-consistency cycle. A real cycle that starts from the previous unconverged density can remember many earlier steps, whereas this model remembers one. It also takes $b$ to be constant along the run.

**Q:** And the dynamics?

**A:** A trajectory is a sequence of real positions $x_0,x_1,x_2,\dots$ that obeys the position form of the Verlet rule,
$$x_{n+2}=2x_{n+1}-x_n+\text{reduced force at }x_{n+1}.$$
The first two positions are free, and $x_1-x_0$ plays the role of the initial velocity. In Lean, `IsTrajectory a b x` says that the rule holds for every `n`. The positions are real numbers, so rounding is absent.

```lean
/-- The sequence of positions `x` is a Verlet trajectory driven by the lagged force. -/
def IsTrajectory (a b : ℝ) (x : ℕ → ℝ) : Prop :=
  ∀ n, x (n + 2) = 2 * x (n + 1) - x n + laggedForce a b (x n) (x (n + 1))
```

**Q:** What is the quantity that gets multiplied?

**A:** A quadratic form in two successive positions. With $p=2-a-b$ and $q=1-b$, it is
$$S(u,v)=v^2-p\,vu+q\,u^2,\qquad S_n=S(x_n,x_{n+1}).$$
The earlier position comes first, as in the arguments of `shadowEnergy`.

```lean
/-- The quadratic form `v² - p v u + q u²` of two successive positions `u`, `v`,
with `p = 2 - a - b` and `q = 1 - b`. -/
def shadowEnergy (a b u v : ℝ) : ℝ :=
  v ^ 2 - (2 - a - b) * v * u + (1 - b) * u ^ 2
```

**Q:** You call it an energy. Is it one?

**A:** For $b=0$ it equals $(v-u)^2+a\,uv$. Multiplied by $m/(2\Delta t^2)$, this is a kinetic energy from the finite-difference velocity plus $\tfrac12 k\,uv$, which is the harmonic energy with $x^2$ replaced by the product of neighbouring positions. For $b\neq0$ there is an extra term $b\,u(v-u)$. So even at $b=0$ it is not the usual total energy, which adds $\tfrac12 kx^2$ at a single position to the kinetic energy at the same instant. When it is positive definite, it measures the size of the oscillation.

**Q:** Show me that the rule really gives a two-term recurrence with these $p$ and $q$.

**A:** Insert the force and collect terms:
$$x_{n+2}=2x_{n+1}-x_n-a x_{n+1}-b(x_{n+1}-x_n)=(2-a-b)\,x_{n+1}-(1-b)\,x_n.$$
The Lean proof does the same: it rewrites with the trajectory rule and the definition of the force, and `ring` collects the terms.

```lean
/-- Verlet dynamics with the lagged force is a linear two-term recurrence with
coefficients `p = 2 - a - b` and `q = 1 - b`. -/
theorem recurrence {a b : ℝ} {x : ℕ → ℝ} (hx : IsTrajectory a b x) (n : ℕ) :
    x (n + 2) = (2 - a - b) * x (n + 1) - (1 - b) * x n := by
  rw [hx n, laggedForce]
  ring
```

**Q:** And the factor $1-b$?

**A:** Write out the next value of the form and use $x_{n+2}-p\,x_{n+1}=-q\,x_n$:
$$\begin{aligned}
S_{n+1}&=x_{n+2}\,(x_{n+2}-p\,x_{n+1})+q\,x_{n+1}^2\\
&=-q\,x_n x_{n+2}+q\,x_{n+1}^2\\
&=q\left(x_{n+1}^2-p\,x_{n+1}x_n+q\,x_n^2\right)=q\,S_n.
\end{aligned}$$
Repeating this $n$ times gives $S_n=(1-b)^n S_0$. In the file, `step` is the single-step identity and the induction on `n` repeats it. The law holds for all real $a$ and $b$.

```lean
/-- Along every trajectory the quadratic form is multiplied by `1 - b` at each step,
so that after `n` steps it is `(1 - b)ⁿ` times its initial value. -/
theorem shadowEnergy_law {a b : ℝ} {x : ℕ → ℝ} (hx : IsTrajectory a b x) (n : ℕ) :
    shadowEnergy a b (x n) (x (n + 1)) = (1 - b) ^ n * shadowEnergy a b (x 0) (x 1) := by
  induction n with
  | zero => simp
  | succ n ih =>
    -- one Verlet step multiplies the form by `1 - b`
    have step : shadowEnergy a b (x (n + 1)) (x (n + 2))
        = (1 - b) * shadowEnergy a b (x n) (x (n + 1)) := by
      rw [recurrence hx n]
      unfold shadowEnergy
      ring
    exact step.trans (by rw [ih, pow_succ]; ring)
```

**Q:** A form that shrinks proves nothing if it can vanish while the particle is far from the origin.

**A:** For that reason we need positive definiteness. Complete the square:
$$4S(u,v)=(2v-pu)^2+(4q-p^2)\,u^2.$$
The last coefficient, in terms of the original parameters, is
$$4q-p^2=4-4b-\bigl(2-(a+b)\bigr)^2=4a-(a+b)^2.$$
If it is positive and $u\neq0$, the second term makes $S$ positive. If $u=0$ and $v\neq0$, then $S=v^2>0$. Conversely, choose $u=2$ and $v=p$. The square vanishes and $S(2,p)=4q-p^2$, so a positive definite form forces this number to be positive.

The theorem states the equivalence with $(a+b)^2<4a$, which is $p^2<4q$ rewritten. Its first half evaluates the form at that test pair, and its second half splits into the cases $u=0$ and $u\ne0$.

```lean
/-- The quadratic form is positive definite exactly when `(a + b)² < 4 a`. -/
theorem shadowEnergy_posDef_iff (a b : ℝ) :
    (∀ u v : ℝ, u ≠ 0 ∨ v ≠ 0 → 0 < shadowEnergy a b u v) ↔ (a + b) ^ 2 < 4 * a := by
  constructor
  · intro h
    -- test the form at a pair where the completed square vanishes
    have h2 := h 2 (2 - a - b) (Or.inl two_ne_zero)
    unfold shadowEnergy at h2
    nlinarith
  · intro h u v huv
    unfold shadowEnergy
    by_cases hu : u = 0
    · have hv : v ≠ 0 := huv.resolve_left (fun h' => h' hu)
      have hv2 : 0 < v ^ 2 := by positivity
      rw [hu]
      nlinarith
    · have hu2 : 0 < u ^ 2 := by positivity
      have h3 := mul_pos (sub_pos.2 h) hu2
      nlinarith [sq_nonneg (2 * v - (2 - a - b) * u)]
```

**Q:** Does the condition mean anything to someone who chooses a time step?

**A:** For $b=0$ it reads $a^2<4a$, that is $0<a<4$. With $\omega=\sqrt{k/m}$ this is $\omega\,\Delta t<2$, the usual stability limit of Verlet for a harmonic oscillator. For general $b$ it says that the characteristic equation of the recurrence, $\lambda^2=p\lambda-q$, has two non-real roots. This is what "oscillatory" means here; a motion that merely changes sign at every step, with a negative real root, is not included. It also forces $q>0$, hence $b<1$.

**Q:** Then how do you get from the form back to the position?

**A:** Drop the square $(2x_{n+1}-p\,x_n)^2$ from the identity for $4S_n$ and insert the law:
$$\bigl(4a-(a+b)^2\bigr)\,x_n^2\le 4S_n=4(1-b)^nS_0.$$
When the bracket is positive, this bounds $|x_n|$ by a constant times $(1-b)^{n/2}$. The Lean proof replaces the right-hand side by the current form and passes the dropped square to `nlinarith`.

```lean
/-- Along every trajectory the squared position, times `4 a - (a + b)²`, never exceeds four times
the initial quadratic form multiplied by `(1 - b)ⁿ`. -/
theorem envelope {a b : ℝ} {x : ℕ → ℝ} (hx : IsTrajectory a b x) (n : ℕ) :
    (4 * a - (a + b) ^ 2) * x n ^ 2
      ≤ 4 * ((1 - b) ^ n * shadowEnergy a b (x 0) (x 1)) := by
  rw [← shadowEnergy_law hx n]
  unfold shadowEnergy
  -- complete the square in the later position
  nlinarith [sq_nonneg (2 * x (n + 1) - (2 - a - b) * x n)]
```

**Q:** Now the statement I care about. What exactly is claimed about damping?

**A:** Let `x` be a trajectory, let $(a+b)^2<4a$, and let the first two positions be not both zero. Then $x_n\to0$ if and only if $b>0$. In Lean, `Tendsto x atTop (𝓝 0)` is the limit $x_n\to0$ as $n\to\infty$. The condition on the first two positions excludes the particle that rests at the origin for ever, which would satisfy the limit for any $b$.

Suppose first that $b>0$. Then $0<1-b<1$, so $(1-b)^n\to0$. The bound above squeezes $x_n^2$ to zero, and taking the square root gives $|x_n|\to0$.

For the other direction, suppose $x_n\to0$ but $b\le0$. Since $S_n$ is a quadratic form in $x_n$ and $x_{n+1}$, it tends to zero too. But $1-b\ge1$ gives $S_n=(1-b)^nS_0\ge S_0$, and $S_0>0$ by definiteness. The two statements contradict each other.

In the code, `hQ` is the limit of the form and `hge` is its lower bound. In the second half, `hgeo` is the vanishing geometric bound, and `hsq` and `habs` carry the limit from the squares to the absolute values.

```lean
/-- If `(a + b)² < 4 a` and the first two positions of a trajectory are not both zero, its positions
tend to zero exactly when `b` is positive. -/
theorem tendsto_zero_iff {a b : ℝ} {x : ℕ → ℝ} (hx : IsTrajectory a b x)
    (hab : (a + b) ^ 2 < 4 * a) (h0 : x 0 ≠ 0 ∨ x 1 ≠ 0) :
    Tendsto x atTop (𝓝 0) ↔ 0 < b := by
  have hpos := (shadowEnergy_posDef_iff a b).2 hab (x 0) (x 1) h0
  constructor
  · intro hlim
    by_contra hb
    have hlim1 : Tendsto (fun n => x (n + 1)) atTop (𝓝 0) :=
      hlim.comp (tendsto_add_atTop_nat 1)
    -- if the positions vanish in the limit, so does the quadratic form
    have hQ : Tendsto (fun n => shadowEnergy a b (x n) (x (n + 1))) atTop
        (𝓝 (0 ^ 2 - (2 - a - b) * 0 * 0 + (1 - b) * 0 ^ 2)) :=
      ((hlim1.pow 2).sub ((hlim1.const_mul (2 - a - b)).mul hlim)).add
        ((hlim.pow 2).const_mul (1 - b))
    -- but without damping it never falls below its initial value
    have hge : ∀ n, shadowEnergy a b (x 0) (x 1) ≤ shadowEnergy a b (x n) (x (n + 1)) := by
      intro n
      rw [shadowEnergy_law hx n]
      have h1 : 1 ≤ (1 - b) ^ n := one_le_pow₀ (by linarith)
      nlinarith
    have hle := ge_of_tendsto' hQ hge
    nlinarith
  · intro hb
    have hq : 0 ≤ 1 - b := by nlinarith [sq_nonneg (2 - a - b)]
    have hD : 0 < 4 * a - (a + b) ^ 2 := sub_pos.2 hab
    have hgeo : Tendsto (fun n : ℕ => 4 * shadowEnergy a b (x 0) (x 1)
        / (4 * a - (a + b) ^ 2) * (1 - b) ^ n) atTop (𝓝 0) := by
      have h1 := (tendsto_pow_atTop_nhds_zero_of_lt_one hq (by linarith)).const_mul
        (4 * shadowEnergy a b (x 0) (x 1) / (4 * a - (a + b) ^ 2))
      rwa [mul_zero] at h1
    -- the envelope squeezes the squared positions to zero
    have hsq : Tendsto (fun n => x n ^ 2) atTop (𝓝 0) := by
      refine squeeze_zero (fun n => sq_nonneg (x n)) (fun n => ?_) hgeo
      rw [div_mul_eq_mul_div, le_div_iff₀ hD]
      linarith [envelope hx n]
    have habs : Tendsto (fun n => |x n|) atTop (𝓝 0) := by
      simpa [Real.sqrt_sq_eq_abs] using hsq.sqrt
    exact (tendsto_zero_iff_abs_tendsto_zero x).2 habs
```

**Q:** Why not simply say that $b>0$ damps, for any $a$?

**A:** Because it would be false. Take $a=5$ and $b=0.1$. The recurrence has a root $\lambda\approx-2.78$, and the trajectory $x_n=\lambda^n$ diverges although the lag acts as friction. For positive $b$, some restriction on $a$ is therefore needed. The one in the theorem is sufficient but stricter than decay requires: with $a=0.01$ and $b=0.5$ the roots are real and lie between 0 and 1, so the motion creeps to the origin without oscillating.

**Q:** Your theorem says that for $b\le0$ the motion doesn't die out. That is weaker than heating.

**A:** It is, and $b=0$ shows the difference, since the form is then conserved. For $b<0$ there is a separate theorem. Under the same two conditions $S_0>0$ and $1-b>1$, so $S_n=(1-b)^nS_0$ grows beyond every bound. The proof multiplies the growing power by the positive initial value and then uses the law to identify the product with the form.

```lean
/-- If `(a + b)² < 4 a`, the first two positions of a trajectory are not both zero and `b` is
negative, the quadratic form grows beyond all bounds. -/
theorem heating {a b : ℝ} {x : ℕ → ℝ} (hx : IsTrajectory a b x)
    (hab : (a + b) ^ 2 < 4 * a) (h0 : x 0 ≠ 0 ∨ x 1 ≠ 0) (hb : b < 0) :
    Tendsto (fun n => shadowEnergy a b (x n) (x (n + 1))) atTop atTop := by
  have hpos := (shadowEnergy_posDef_iff a b).2 hab (x 0) (x 1) h0
  have hgrow : Tendsto (fun n : ℕ => (1 - b) ^ n) atTop atTop :=
    tendsto_pow_atTop_atTop_of_one_lt (by linarith)
  exact (hgrow.atTop_mul_const hpos).congr (fun n => (shadowEnergy_law hx n).symm)
```

**Q:** The form diverges, but do the positions?

**A:** Bounded positions would keep $S_n$ bounded, so the positions are unbounded. That last inference is ours, as the theorem speaks only about the form. It doesn't follow that $|x_n|\to\infty$, because an oscillation of growing amplitude can still pass near the origin. "Heating" here means this growth of one oscillator; no temperature is defined.

**Q:** Can you show me actual trajectories, so that I know these conditions describe something?

**A:** Take any complex number $z=re^{i\theta}$ that is not real, and set $x_n=\operatorname{Re}z^n=r^n\cos n\theta$. Put $a=|1-z|^2$ and $b=1-|z|^2$. Since $|1-z|^2=1-2\operatorname{Re}z+|z|^2$, we get $a+b=2-2\operatorname{Re}z$, so $p=2\operatorname{Re}z$ and $q=|z|^2$. Every complex number satisfies $z^2=2(\operatorname{Re}z)\,z-|z|^2$. Multiplying by $z^n$ and taking real parts gives the recurrence. Moreover,
$$4a-(a+b)^2=4(1-\operatorname{Re}z)^2+4(\operatorname{Im}z)^2-4(1-\operatorname{Re}z)^2=4(\operatorname{Im}z)^2>0,$$
and $x_0=1$.

The oscillation is damped for $r<1$, steady for $r=1$ and heated for $r>1$. In Lean, `Complex.normSq` is the squared modulus, and the three parts of the statement are the trajectory rule, the inequality and the nonzero start. The proof expands everything into real and imaginary parts.

```lean
/-- For every non-real complex `z`, the oscillation `Re zⁿ` is a trajectory with
`a = |1 - z|²` and `b = 1 - |z|²`; it satisfies `(a + b)² < 4 a` and starts away from zero. -/
theorem trajectory_witness (z : ℂ) (hz : z.im ≠ 0) :
    IsTrajectory (Complex.normSq (1 - z)) (1 - Complex.normSq z) (fun n => (z ^ n).re) ∧
    (Complex.normSq (1 - z) + (1 - Complex.normSq z)) ^ 2 < 4 * Complex.normSq (1 - z) ∧
    (z ^ 0).re ≠ 0 := by
  refine ⟨?_, ?_, by simp⟩
  · intro n
    have e1 : z ^ (n + 1) = z ^ n * z := pow_succ z n
    have e2 : z ^ (n + 2) = z ^ n * z * z := by ring
    simp only [e1, e2, laggedForce, Complex.mul_re, Complex.mul_im, Complex.normSq_apply,
      Complex.sub_re, Complex.sub_im, Complex.one_re, Complex.one_im]
    ring
  · have him : 0 < z.im ^ 2 := by positivity
    simp only [Complex.normSq_apply, Complex.sub_re, Complex.sub_im, Complex.one_re,
      Complex.one_im]
    nlinarith

end

end LaggedVerlet
```

```lean
#print axioms LaggedVerlet.tendsto_zero_iff
-- 'LaggedVerlet.tendsto_zero_iff' depends on axioms: [propext, Classical.choice, Quot.sound]
#print axioms LaggedVerlet.heating
-- 'LaggedVerlet.heating' depends on axioms: [propext, Classical.choice, Quot.sound]
```

**Q:** So what may I take back to my simulations?

**A:** For a single harmonic coordinate with a constant one-step lag, in the oscillatory regime, the sign of $b$ decides whether unconverged forces drain the vibration or feed it, however small $b$ is. Whether your PAW run behaves like this depends on whether its force error, multiplied by $\Delta t^2/m$, is close to $-b(v-u)$ with a constant $b$, and that has to be examined in the run itself, for example by comparing some of its forces with fully converged ones.
